# Fermion energies from the two-particle density matrix at fixed particle number N ≠ 1

For a Hamiltonian with one- and two-body terms and a normalised linear functional \(w\) of sharp particle number \(N\neq 1\), the energy \(w(H)\) is a single linear pairing with the two-particle density matrix:

\[
w(H)=\sum_{ijkl}K(ij,kl)\,D(ij,kl),\qquad D(ij,kl)=w(a_i^* a_j^* a_l a_k).
\]

Here \(a_i\) and \(a_i^*\) are the annihilator and creator of mode \(i\), with finitely many modes, and

\[
H=\sum_{ik}h(i,k)\,a_i^*a_k+\tfrac12\sum_{ijkl}V(ij,kl)\,a_i^*a_j^*a_la_k,
\]
\[
K(ij,kl)=\tfrac12V(ij,kl)+\frac{h(i,k)\,\delta_{jl}+\delta_{ik}\,h(j,l)}{2(N-1)}.
\]

With \(\hat N=\sum_j a_j^*a_j\), sharp particle number means \(w(x\hat N)=N\,w(x)\) for every operator \(x\). The expectation value in an \(N\)-particle state satisfies this, because \(\hat N\) acts on the state to its right.

## A linear objective for density-matrix programs

A variational two-particle density-matrix code can use \(K\) as its objective, with no separate one-particle matrix, when it works in a finite set of orthonormal spin orbitals at fixed \(N\neq1\). The same formula can check an energy computed from stored one- and two-particle matrices.

The index order and the normalisation have to agree with the code. In \(V(ij,kl)\), \(i,k\) belong to the first particle and \(j,l\) to the second, so \(V(ij,kl)\) is \(\langle ij|kl\rangle\), or \((ik|jl)\) in charge-density order. The integrals are not antisymmetrised. For normalised \(w\), the trace \(\sum_{ij}D(ij,ij)\) is \(N(N-1)\). A code that stores \(D/2\), with trace \(N(N-1)/2\), must use \(2K\) as its kernel.

## Tracing out one particle

The anticommutation relations are

\[
a_ia_j+a_ja_i=0,\qquad a_i^*a_j^*+a_j^*a_i^*=0,\qquad a_ia_j^*+a_j^*a_i=\delta_{ij}.
\]

Moving \(a_k\) to the left through one term of \(\hat N\) gives

\[
a_j^*a_ja_k=-a_j^*a_ka_j=-(\delta_{kj}-a_ka_j^*)a_j=a_ka_j^*a_j-\delta_{kj}a_j.
\]

Summation over \(j\) yields \(\hat Na_k=a_k\hat N-a_k\). Contracting the second particle therefore gives

\[
\sum_j a_i^*a_j^*a_ja_k=a_i^*\hat Na_k=a_i^*a_k(\hat N-1).
\]

For the first particle, exchanging the two creators and the two annihilators costs two signs, which cancel:

\[
\sum_i a_i^*a_j^*a_la_i=\sum_i a_j^*a_i^*a_ia_l=a_j^*a_l(\hat N-1).
\]

Applying \(w\) and using \(w(x\hat N)=N\,w(x)\), we find that both partial traces are multiples of the one-particle matrix:

\[
\sum_jD(pj,qj)=\sum_iD(ip,iq)=(N-1)\,w(a_p^*a_q).
\]

Setting \(q=p\) and summing over \(p\) gives the full trace \(N(N-1)\,w(1)\).

Now write \(T=\sum_{ik}h(i,k)\,w(a_i^*a_k)\) for the one-body energy. Pairing \(h(i,k)\delta_{jl}\) with \(D\) gives \((N-1)T\), and so does pairing \(\delta_{ik}h(j,l)\). Hence

\[
\sum_{ijkl}K(ij,kl)D(ij,kl)=\tfrac12\sum_{ijkl}V(ij,kl)D(ij,kl)+\frac{2(N-1)T}{2(N-1)}.
\]

Since \(N\neq1\), the last term is \(T\), and the right-hand side is \(w(H)\).

## Two particles, then one

Let two modes, labelled 0 and 1, both be occupied, so \(N=2\). The nonzero entries of \(D\) are \(D(01,01)=D(10,10)=1\) and \(D(01,10)=D(10,01)=-1\). The pairing becomes

\[
h(0,0)+h(1,1)+\tfrac12\big[V(01,01)+V(10,10)-V(01,10)-V(10,01)\big],
\]

which contains the direct and exchange terms of a two-particle determinant.

With only mode 0 occupied, \(N=1\) and every entry of \(D\) vanishes, because two annihilators destroy the state. Yet \(w(a_0^*a_0)=1\). For \(H=a_0^*a_0\) the energy is 1, while every kernel paired with \(D\) gives 0. The exclusion of \(N=1\) thus reflects missing information in \(D\), and a code should treat that case separately.

## The Lean file

```lean
import Mathlib

open Matrix

namespace ReducedHamiltonianEnergy

noncomputable section

variable {n A : Type*} [Fintype n] [DecidableEq n] [Ring A]

/-- The canonical anticommutation relations for annihilators `a i` and creators `ad i`. -/
structure IsCAR (a ad : n → A) : Prop where
  ann : ∀ i j, a i * a j + a j * a i = 0
  cre : ∀ i j, ad i * ad j + ad j * ad i = 0
  mix : ∀ i j, a i * ad j + ad j * a i = if i = j then 1 else 0

/-- The particle-number operator, the sum of `a_j* a_j` over all modes. -/
def numberOp (a ad : n → A) : A := ∑ j, ad j * a j

/-- An annihilator lowers the particle number by one: `Nop a_k = a_k Nop - a_k`. -/
theorem number_mul_ann {a ad : n → A} (hc : IsCAR a ad) (k : n) :
    numberOp a ad * a k = a k * numberOp a ad - a k := by
  -- move `a k` through each term of the number operator
  have key : ∀ j, ad j * a j * a k
      = a k * (ad j * a j) - (if k = j then 1 else 0) * a j := by
    intro j
    rw [← hc.mix k j]
    have h : ad j * (a j * a k + a k * a j) = 0 := by rw [hc.ann, mul_zero]
    refine sub_eq_zero.mp (Eq.trans ?_ h)
    noncomm_ring
  simp only [numberOp, Finset.sum_mul, Finset.mul_sum, key, Finset.sum_sub_distrib,
    ite_mul, one_mul, zero_mul, Finset.sum_ite_eq, Finset.mem_univ, if_true]

/-- Summing a two-body operator over its second particle leaves a one-body operator
times `Nop - 1`. -/
theorem contract_second {a ad : n → A} (hc : IsCAR a ad) (i k : n) :
    ∑ j, ad i * ad j * a j * a k = ad i * a k * (numberOp a ad - 1) := by
  calc ∑ j, ad i * ad j * a j * a k = ad i * (numberOp a ad * a k) := by
        simp only [numberOp, Finset.sum_mul, Finset.mul_sum, mul_assoc]
    _ = _ := by
        rw [number_mul_ann hc]
        noncomm_ring

/-- Summing a two-body operator over its first particle leaves a one-body operator
times `Nop - 1`. -/
theorem contract_first {a ad : n → A} (hc : IsCAR a ad) (j l : n) :
    ∑ i, ad i * ad j * a l * a i = ad j * a l * (numberOp a ad - 1) := by
  rw [← contract_second hc]
  refine Finset.sum_congr rfl fun i _ => ?_
  -- exchanging both creators and both annihilators costs two signs
  have h1 := eq_neg_of_add_eq_zero_left (hc.cre i j)
  have h2 := eq_neg_of_add_eq_zero_left (hc.ann l i)
  calc ad i * ad j * a l * a i = (ad i * ad j) * (a l * a i) := by simp only [mul_assoc]
    _ = ad j * ad i * a i * a l := by
        rw [h1, h2, neg_mul_neg]
        simp only [mul_assoc]

variable [Algebra ℂ A]

/-- The two-particle density matrix `D(ij,kl) = w(a_i* a_j* a_l a_k)`. -/
def twoMatrix (a ad : n → A) (w : A →ₗ[ℂ] ℂ) (i j k l : n) : ℂ :=
  w (ad i * ad j * a l * a k)

/-- The Hamiltonian with one-body integrals `h` and two-body integrals `V`. -/
def hamiltonian (a ad : n → A) (h : n → n → ℂ) (V : n → n → n → n → ℂ) : A :=
  ∑ i, ∑ k, h i k • (ad i * a k)
    + (1 / 2 : ℂ) • ∑ i, ∑ j, ∑ k, ∑ l, V i j k l • (ad i * ad j * a l * a k)

/-- The reduced two-particle Hamiltonian
`K = V/2 + (h(i,k) δ_jl + δ_ik h(j,l)) / (2(N-1))`. -/
def reducedK (N : ℂ) (h : n → n → ℂ) (V : n → n → n → n → ℂ) (i j k l : n) : ℂ :=
  V i j k l / 2
    + (h i k * (if j = l then 1 else 0) + (if i = k then 1 else 0) * h j l) / (2 * (N - 1))

/-- Both partial traces of the two-matrix equal `N - 1` times the one-matrix. -/
theorem partial_traces {a ad : n → A} (hc : IsCAR a ad) (w : A →ₗ[ℂ] ℂ) (N : ℂ)
    (hw : ∀ x, w (x * numberOp a ad) = N * w x) (p q : n) :
    ∑ j, twoMatrix a ad w p j q j = (N - 1) * w (ad p * a q) ∧
    ∑ i, twoMatrix a ad w i p i q = (N - 1) * w (ad p * a q) := by
  have hx : w (ad p * a q * (numberOp a ad - 1)) = (N - 1) * w (ad p * a q) := by
    rw [mul_sub, mul_one, map_sub, hw]
    ring
  constructor
  · simp only [twoMatrix]
    rw [← map_sum, contract_second hc, hx]
  · simp only [twoMatrix]
    rw [← map_sum, contract_first hc, hx]

/-- The full trace of the two-matrix is `N(N-1) w(1)`. -/
theorem trace_twoMatrix {a ad : n → A} (hc : IsCAR a ad) (w : A →ₗ[ℂ] ℂ) (N : ℂ)
    (hw : ∀ x, w (x * numberOp a ad) = N * w x) :
    ∑ i, ∑ j, twoMatrix a ad w i j i j = N * (N - 1) * w 1 := by
  have h1 : ∑ i, w (ad i * a i) = N * w 1 := by
    rw [← hw 1, one_mul, numberOp, map_sum]
  simp only [fun i => (partial_traces hc w N hw i i).1]
  rw [← Finset.mul_sum, h1]
  ring

/-- For a functional of particle number `N ≠ 1`, the energy is the pairing of the reduced
Hamiltonian with the two-particle density matrix: `w(H) = ∑ K(ij,kl) D(ij,kl)`. -/
theorem energy_eq_sum_reducedK {a ad : n → A} (hc : IsCAR a ad) (w : A →ₗ[ℂ] ℂ) (N : ℂ)
    (hN : N ≠ 1) (hw : ∀ x, w (x * numberOp a ad) = N * w x)
    (h : n → n → ℂ) (V : n → n → n → n → ℂ) :
    w (hamiltonian a ad h V)
      = ∑ i, ∑ j, ∑ k, ∑ l, reducedK N h V i j k l * twoMatrix a ad w i j k l := by
  have e0 : w (hamiltonian a ad h V) = ∑ i, ∑ k, h i k * w (ad i * a k)
      + 1 / 2 * ∑ i, ∑ j, ∑ k, ∑ l, V i j k l * twoMatrix a ad w i j k l := by
    simp only [hamiltonian, twoMatrix, map_add, map_sum, map_smul, smul_eq_mul]
  -- the one-body term carried by the first particle
  have e1 : ∑ i, ∑ j, ∑ k, ∑ l, h i k * (if j = l then 1 else 0) * twoMatrix a ad w i j k l
      = (N - 1) * ∑ i, ∑ k, h i k * w (ad i * a k) := by
    simp only [mul_ite, ite_mul, mul_one, mul_zero, zero_mul, Finset.sum_ite_eq,
      Finset.mem_univ, if_true]
    rw [Finset.mul_sum]
    refine Finset.sum_congr rfl fun i _ => ?_
    rw [Finset.mul_sum, Finset.sum_comm]
    refine Finset.sum_congr rfl fun k _ => ?_
    rw [← Finset.mul_sum, (partial_traces hc w N hw i k).1]
    ring
  -- the one-body term carried by the second particle
  have e2 : ∑ i, ∑ j, ∑ k, ∑ l, (if i = k then 1 else 0) * h j l * twoMatrix a ad w i j k l
      = (N - 1) * ∑ i, ∑ k, h i k * w (ad i * a k) := by
    have hk : ∀ i j, ∑ k, ∑ l, (if i = k then 1 else 0) * h j l * twoMatrix a ad w i j k l
        = ∑ l, h j l * twoMatrix a ad w i j i l := by
      intro i j
      rw [Finset.sum_comm]
      simp only [ite_mul, one_mul, zero_mul, Finset.sum_ite_eq, Finset.mem_univ, if_true]
    simp only [hk]
    rw [Finset.mul_sum, Finset.sum_comm]
    refine Finset.sum_congr rfl fun j _ => ?_
    rw [Finset.mul_sum, Finset.sum_comm]
    refine Finset.sum_congr rfl fun l _ => ?_
    rw [← Finset.mul_sum, (partial_traces hc w N hw j l).2]
    ring
  have split : ∑ i, ∑ j, ∑ k, ∑ l, reducedK N h V i j k l * twoMatrix a ad w i j k l
      = 1 / 2 * ∑ i, ∑ j, ∑ k, ∑ l, V i j k l * twoMatrix a ad w i j k l
        + 1 / (2 * (N - 1)) *
          (∑ i, ∑ j, ∑ k, ∑ l, h i k * (if j = l then 1 else 0) * twoMatrix a ad w i j k l
          + ∑ i, ∑ j, ∑ k, ∑ l,
              (if i = k then 1 else 0) * h j l * twoMatrix a ad w i j k l) := by
    simp only [Finset.mul_sum, ← Finset.sum_add_distrib]
    refine Finset.sum_congr rfl fun i _ => Finset.sum_congr rfl fun j _ =>
      Finset.sum_congr rfl fun k _ => Finset.sum_congr rfl fun l _ => ?_
    unfold reducedK
    ring
  -- here `N ≠ 1` is needed
  have e3 : ∀ T : ℂ, 1 / (2 * (N - 1)) * ((N - 1) * T + (N - 1) * T) = T := by
    intro T
    have hi : (N - 1) * (N - 1)⁻¹ = 1 := mul_inv_cancel₀ (sub_ne_zero.mpr hN)
    rw [one_div, mul_inv]
    linear_combination T * hi
  rw [e0, split, e1, e2, e3]
  exact add_comm _ _

/-- Annihilators of two modes as matrices in the basis `|00⟩, |10⟩, |01⟩, |11⟩`. -/
def ann2 : Fin 2 → Matrix (Fin 4) (Fin 4) ℂ :=
  ![!![0, 1, 0, 0; 0, 0, 0, 0; 0, 0, 0, 1; 0, 0, 0, 0],
    !![0, 0, 1, 0; 0, 0, 0, -1; 0, 0, 0, 0; 0, 0, 0, 0]]

/-- Creators of two modes, the transposes of the annihilators. -/
def cre2 (i : Fin 2) : Matrix (Fin 4) (Fin 4) ℂ := (ann2 i)ᵀ

/-- The expectation value in the basis state number `s`. -/
def basisState (s : Fin 4) : Matrix (Fin 4) (Fin 4) ℂ →ₗ[ℂ] ℂ where
  toFun x := x s s
  map_add' _ _ := rfl
  map_smul' _ _ := rfl

/-- The two-mode matrices obey the anticommutation relations, and the doubly occupied state
is a normalised functional with `N = 2`. -/
theorem energy_eq_sum_reducedK_witness :
    IsCAR ann2 cre2 ∧ (∀ x, basisState 3 (x * numberOp ann2 cre2) = 2 * basisState 3 x) ∧
      basisState 3 1 = 1 := by
  refine ⟨⟨?_, ?_, ?_⟩, ?_, ?_⟩
  iterate 3
    · intro i j
      ext p q
      simp only [cre2, Matrix.add_apply, Matrix.mul_apply, Matrix.transpose_apply,
        Fin.sum_univ_four]
      fin_cases i <;> fin_cases j <;> fin_cases p <;> fin_cases q <;> simp [ann2]
  · intro x
    have col : ∀ p, numberOp ann2 cre2 p 3 = if p = 3 then 2 else 0 := by
      intro p
      fin_cases p <;>
        simp [numberOp, ann2, cre2, Matrix.mul_apply, Fin.sum_univ_two, Fin.sum_univ_four]
      norm_num
    change (x * numberOp ann2 cre2) 3 3 = 2 * x 3 3
    rw [Matrix.mul_apply]
    simp only [col, mul_ite, mul_zero, Finset.sum_ite_eq', Finset.mem_univ, if_true]
    ring
  · change (1 : Matrix (Fin 4) (Fin 4) ℂ) 3 3 = 1
    simp

/-- At `N = 1` the two-matrix can vanish while the one-body expectation value
`w(a_0* a_0)` is `1`. -/
theorem one_particle_twoMatrix_vanishes :
    (∀ x, basisState 1 (x * numberOp ann2 cre2) = 1 * basisState 1 x) ∧
      (∀ i j k l, twoMatrix ann2 cre2 (basisState 1) i j k l = 0) ∧
      basisState 1 (cre2 0 * ann2 0) = 1 := by
  refine ⟨?_, ?_, ?_⟩
  · intro x
    have col : ∀ p, numberOp ann2 cre2 p 1 = if p = 1 then 1 else 0 := by
      intro p
      fin_cases p <;>
        simp [numberOp, ann2, cre2, Matrix.mul_apply, Fin.sum_univ_two, Fin.sum_univ_four]
    change (x * numberOp ann2 cre2) 1 1 = 1 * x 1 1
    rw [Matrix.mul_apply]
    simp only [col, mul_ite, mul_zero, Finset.sum_ite_eq', Finset.mem_univ, if_true]
    ring
  · intro i j k l
    -- two annihilators destroy a one-particle state
    have col : ∀ p, (ann2 l * ann2 k) p 1 = 0 := by
      intro p
      fin_cases l <;> fin_cases k <;> fin_cases p <;>
        simp [ann2, Matrix.mul_apply, Fin.sum_univ_four]
    change (cre2 i * cre2 j * ann2 l * ann2 k) 1 1 = 0
    rw [mul_assoc (cre2 i * cre2 j), Matrix.mul_apply]
    simp only [col, mul_zero, Finset.sum_const_zero]
  · change (cre2 0 * ann2 0) 1 1 = 1
    simp [ann2, cre2, Matrix.mul_apply, Fin.sum_univ_four]

end

end ReducedHamiltonianEnergy
```

```lean
#print axioms ReducedHamiltonianEnergy.trace_twoMatrix
-- 'ReducedHamiltonianEnergy.trace_twoMatrix' depends on axioms: [propext, Classical.choice, Quot.sound]
#print axioms ReducedHamiltonianEnergy.energy_eq_sum_reducedK
-- 'ReducedHamiltonianEnergy.energy_eq_sum_reducedK' depends on axioms: [propext, Classical.choice, Quot.sound]
#print axioms ReducedHamiltonianEnergy.one_particle_twoMatrix_vanishes
-- 'ReducedHamiltonianEnergy.one_particle_twoMatrix_vanishes' depends on axioms: [propext, Classical.choice, Quot.sound]
```

## How the statement maps to the physics

In `energy_eq_sum_reducedK`, the type `n` labels the modes and `A` is any complex algebra containing the operators. The families `a` and `ad` are the annihilators and creators, and `IsCAR a ad` states their three anticommutation relations. No adjoint operation is assumed, so `ad i` is tied to `a i` only through these relations.

The functional `w : A →ₗ[ℂ] ℂ` is linear. It need be neither positive nor normalised. The hypothesis `hw` is the sharp-number condition, and `hN` excludes \(N=1\). The number `N` is typed as complex, and the arrays `h` and `V` are arbitrary: neither Hermiticity nor permutation symmetry is used. The definitions `twoMatrix`, `hamiltonian` and `reducedK` are \(D\), \(H\) and \(K\) in the index order above.

## From the commutator to the energy

`number_mul_ann` proves the relation for \(\hat Na_k\). `contract_second` and `contract_first` perform the two contractions, and `partial_traces` applies `w` to them. `trace_twoMatrix` then sums the diagonal.

In the main theorem, `e0` expands \(w(H)\) by linearity. `e1` and `e2` evaluate the two Kronecker-delta terms, reordering the sums so that a partial trace appears. `split` separates the terms of \(K\), and `e3` cancels \(N-1\).

The operator algebra turns on how `number_mul_ann` uses `noncomm_ring`. This tactic proves identities valid in every noncommutative ring, but it doesn't search for the anticommutation relations among the hypotheses. The proof supplies them in two moves. First, `rw [← hc.mix k j]` replaces the Kronecker delta by \(a_ka_j^*+a_j^*a_k\). Second, a local fact named `h` in that proof, unrelated to the one-body integrals, records that \(a_j^*(a_ja_k+a_ka_j)=0\). The difference between the two sides of the desired equation is then exactly the expression in `h`:

\[
a_j^*a_ja_k-\big[a_ka_j^*a_j-(a_ka_j^*+a_j^*a_k)a_j\big]=a_j^*(a_ja_k+a_ka_j).
\]

That equality needs only expansion and cancellation, which `noncomm_ring` carries out. `sub_eq_zero.mp` converts the vanishing difference back into the equation.

The explicit matrices `ann2` and `cre2` realise two modes. `energy_eq_sum_reducedK_witness` checks the relations and the normalised doubly occupied state with \(N=2\). `one_particle_twoMatrix_vanishes` checks the one-particle example: sharp number 1, zero two-particle matrix and unit occupation of mode 0.

## Sharp number, exact arithmetic and representability

The identity holds for exact numbers and for any functional that meets its hypotheses. An average particle number is not enough: a grand-canonical ensemble with mean \(N\) but fluctuating particle number violates `hw`, and its partial traces generally lack the common factor \(N-1\).

The theorem starts from a given `w` and computes its energy. It doesn't decide whether a trial array \(D\) comes from a fermionic state, which is the \(N\)-representability problem. A program that minimises \(\sum KD\) still needs constraints on \(D\), and the quality of its energy depends on them. If its trial array violates the partial-trace relations, the pairing need not equal the energy computed from a separately stored one-particle matrix.

Floating-point error, integral accuracy and spin-summed storage are not modelled. Nor are nonorthogonal orbitals with annihilators taken as the adjoints of their creators, for which the overlap matrix would replace the Kronecker delta in the mixed anticommutator.
